# The minimal polynomial of total $J^2$ for two spins

To find the possible values of $J^2$ for two spins, we first fix matrices: natural numbers $a,b$ denote twice the spins, and $\hbar=1$.

```lean
import Mathlib

open Matrix Polynomial
open scoped Kronecker

namespace TotalSpinSpectrum

noncomputable section
```

Let $e_k$ (`ket a k`) have $m=a/2-k$, and let $c^a_k=\sqrt{(k+1)(a-k)}$ (`lad a k`). Then $J_-e_k=c^a_ke_{k+1}$ and $J_+e_{k+1}=c^a_ke_k$.

```lean
/-- The ladder coefficient `√((k+1)(a-k))` between levels `k` and `k+1` of a spin `a/2`, `k ≤ a`. -/
def lad (a k : ℕ) : ℂ := (√(((k : ℝ) + 1) * ((a : ℝ) - k)) : ℝ)

/-- The basis state of spin `a/2` with magnetic number `a/2 - k`; it is zero for `k > a`. -/
def ket (a k : ℕ) : Fin (a + 1) → ℂ := fun i => if (i : ℕ) = k then 1 else 0

/-- The raising matrix of spin `a/2`. -/
def spinPlus (a : ℕ) : Matrix (Fin (a + 1)) (Fin (a + 1)) ℂ :=
  Matrix.of fun i j => if (j : ℕ) = i + 1 then lad a i else 0

/-- The lowering matrix of spin `a/2`. -/
def spinMinus (a : ℕ) : Matrix (Fin (a + 1)) (Fin (a + 1)) ℂ :=
  Matrix.of fun i j => if (i : ℕ) = j + 1 then lad a j else 0

/-- The matrix `Jx` of spin `a/2`. -/
def spinX (a : ℕ) := (1 / 2 : ℂ) • (spinPlus a + spinMinus a)

/-- The matrix `Jy` of spin `a/2`. -/
def spinY (a : ℕ) := (-Complex.I / 2) • (spinPlus a - spinMinus a)

/-- The matrix `Jz` of spin `a/2`. -/
def spinZ (a : ℕ) : Matrix (Fin (a + 1)) (Fin (a + 1)) ℂ :=
  Matrix.diagonal fun i => (a : ℂ) / 2 - (i : ℕ)
```

Total components are $A\otimes1+1\otimes B$. The name `spin` denotes the number $s_i=(a+b)/2-i$, not an operator; `tens` forms product states.

```lean
/-- The sum `A ⊗ 1 + 1 ⊗ B` of two one-particle operators. -/
def total {a b : ℕ} (A : Matrix (Fin (a + 1)) (Fin (a + 1)) ℂ)
    (B : Matrix (Fin (b + 1)) (Fin (b + 1)) ℂ) := A ⊗ₖ 1 + 1 ⊗ₖ B

/-- The square of the total spin, `J² = Jx² + Jy² + Jz²`. -/
def totalSq (a b : ℕ) :=
  total (spinX a) (spinX b) * total (spinX a) (spinX b)
    + total (spinY a) (spinY b) * total (spinY a) (spinY b)
    + total (spinZ a) (spinZ b) * total (spinZ a) (spinZ b)

/-- The number `s_i = (a+b)/2 - i`. -/
def spin (a b i : ℕ) : ℂ := ((a : ℂ) + b) / 2 - i

/-- The product state `x ⊗ y`, linear in both factors. -/
def tens (a b : ℕ) :
    (Fin (a + 1) → ℂ) →ₗ[ℂ] (Fin (b + 1) → ℂ) →ₗ[ℂ] (Fin (a + 1) × Fin (b + 1) → ℂ) :=
  LinearMap.mk₂ ℂ (fun x y p => x p.1 * y p.2)
    (fun _ _ _ => funext fun _ => add_mul _ _ _) (fun _ _ _ => funext fun _ => mul_assoc _ _ _)
    (fun _ _ _ => funext fun _ => mul_add _ _ _)
    (fun _ _ _ => funext fun _ => mul_left_comm _ _ _)
```

The coefficients $c^a_k$ with $k<a$, which join neighbouring levels, are nonzero, so the ladder can be climbed both ways.

```lean
/-- The ladder coefficient squares to `(k+1)(a-k)` for `k ≤ a` and is nonzero for `k < a`. -/
theorem lad_spec (a k : ℕ) :
    (k ≤ a → lad a k * lad a k = ((k : ℂ) + 1) * (a - k)) ∧ (k < a → lad a k ≠ 0) := by
  constructor
  · intro h
    have h' : (k : ℝ) ≤ a := by exact_mod_cast h
    rw [lad, ← Complex.ofReal_mul, Real.mul_self_sqrt (mul_nonneg (by positivity) (by linarith))]
    push_cast
    ring
  · intro h
    have h' : (k : ℝ) < a := by exact_mod_cast h
    exact Complex.ofReal_ne_zero.2
      (Real.sqrt_pos.2 (mul_pos (by positivity) (by linarith))).ne'

/-- Action of the lowering, raising and `z` matrices on the basis states. -/
theorem ladder_action (a k : ℕ) :
    spinMinus a *ᵥ ket a k = lad a k • ket a (k + 1) ∧
    spinPlus a *ᵥ ket a (k + 1) = lad a k • ket a k ∧
    spinPlus a *ᵥ ket a 0 = 0 ∧
    spinZ a *ᵥ ket a k = ((a : ℂ) / 2 - k) • ket a k := by
  -- a matrix applied to a basis state gives a column
  have key : ∀ (M : Matrix (Fin (a + 1)) (Fin (a + 1)) ℂ) (k : ℕ) (i : Fin (a + 1)),
      (M *ᵥ ket a k) i = if h : k < a + 1 then M i ⟨k, h⟩ else 0 := by
    intro M k i
    split_ifs with h
    · have e : ket a k = Pi.single ⟨k, h⟩ 1 := by
        ext j
        simp [ket, Pi.single_apply, Fin.ext_iff]
      rw [e, Matrix.mulVec_single_one]
      rfl
    · have e : ket a k = 0 := funext fun j => if_neg (by have := j.isLt; omega)
      simp [e]
  refine ⟨?_, ?_, ?_, ?_⟩
  · ext i
    have := i.isLt
    rw [key]
    by_cases hi : (i : ℕ) = k + 1
    · rw [dif_pos (by omega)]
      simp [spinMinus, ket, hi]
    · split_ifs <;> simp [spinMinus, ket, hi]
  · ext i
    have := i.isLt
    rw [key]
    by_cases hi : (i : ℕ) = k
    · subst hi
      by_cases h : (i : ℕ) + 1 < a + 1
      · rw [dif_pos h]
        simp [spinPlus, ket]
      · have e : (i : ℕ) = a := by omega
        rw [dif_neg h]
        simp [ket, lad, e]
    · have hi' : ¬ k = (i : ℕ) := fun h => hi h.symm
      split_ifs <;> simp [spinPlus, ket, hi, hi']
  · ext i
    rw [key]
    simp [spinPlus]
  · ext i
    by_cases h : (i : ℕ) = k <;> simp [spinZ, Matrix.mulVec_diagonal, ket, h]
```

On $e_k$, $[J_+,J_-]$ gives $(k+1)(a-k)-k(a-k+1)=a-2k=2m$. Lowering reduces $m$ by one, so $[J_z,J_-]=-J_-$.

```lean
/-- The spin matrices obey `[J₊, J₋] = 2 Jz` and `[Jz, J₋] = -J₋`. -/
theorem spin_comm (a : ℕ) :
    spinPlus a * spinMinus a - spinMinus a * spinPlus a = spinZ a + spinZ a ∧
    spinZ a * spinMinus a - spinMinus a * spinZ a = -spinMinus a := by
  have ext' : ∀ M N : Matrix (Fin (a + 1)) (Fin (a + 1)) ℂ,
      (∀ k ≤ a, M *ᵥ ket a k = N *ᵥ ket a k) → M = N := by
    intro M N h
    ext i j
    have := congrFun (h j (by have := j.isLt; omega)) i
    simpa [Matrix.mulVec, dotProduct, ket, Fin.val_inj] using this
  constructor <;> refine ext' _ _ fun k hk => ?_
  · rw [Matrix.sub_mulVec, Matrix.add_mulVec, ← Matrix.mulVec_mulVec, ← Matrix.mulVec_mulVec,
      (ladder_action a k).1, Matrix.mulVec_smul, (ladder_action a k).2.1, smul_smul,
      (lad_spec a k).1 hk, (ladder_action a k).2.2.2]
    rcases k with _ | k
    · rw [(ladder_action a 0).2.2.1, Matrix.mulVec_zero]
      push_cast
      module
    · rw [(ladder_action a k).2.1, Matrix.mulVec_smul, (ladder_action a k).1, smul_smul,
        (lad_spec a k).1 (by omega)]
      push_cast
      module
  · rw [Matrix.sub_mulVec, Matrix.neg_mulVec, ← Matrix.mulVec_mulVec, ← Matrix.mulVec_mulVec,
      (ladder_action a k).2.2.2, Matrix.mulVec_smul, (ladder_action a k).1, Matrix.mulVec_smul,
      (ladder_action a (k + 1)).2.2.2]
    push_cast
    module
```

Total operators act on one factor at a time and inherit these commutators. From here on, $J_\pm$, $J_x$, $J_y$, $J_z$ and $J^2$ denote the total operators.

```lean
/-- A sum of one-particle operators acts on a product state one factor at a time. -/
theorem total_tens {a b : ℕ} (A : Matrix (Fin (a + 1)) (Fin (a + 1)) ℂ)
    (B : Matrix (Fin (b + 1)) (Fin (b + 1)) ℂ) (x : Fin (a + 1) → ℂ) (y : Fin (b + 1) → ℂ) :
    total A B *ᵥ tens a b x y = tens a b (A *ᵥ x) y + tens a b x (B *ᵥ y) := by
  have kron : ∀ (A : Matrix (Fin (a + 1)) (Fin (a + 1)) ℂ)
      (B : Matrix (Fin (b + 1)) (Fin (b + 1)) ℂ),
      (A ⊗ₖ B) *ᵥ tens a b x y = tens a b (A *ᵥ x) (B *ᵥ y) := by
    intro A B
    ext ⟨i, k⟩
    change ∑ q : Fin (a + 1) × Fin (b + 1), A i q.1 * B k q.2 * (x q.1 * y q.2)
      = (∑ j, A i j * x j) * (∑ l, B k l * y l)
    rw [Fintype.sum_prod_type, Finset.sum_mul_sum]
    exact Finset.sum_congr rfl fun _ _ => Finset.sum_congr rfl fun _ _ => by ring
  rw [total, Matrix.add_mulVec, kron, kron, Matrix.one_mulVec, Matrix.one_mulVec]
```

Hence $J_x^2+J_y^2=\tfrac12(J_+J_-+J_-J_+)=J_-J_++J_z$, and
$$[J^2,J_-]=2J_-J_z-J_zJ_--J_-J_z-J_-=0.$$

```lean
/-- For the total spin, `J² = J₋J₊ + Jz² + Jz`, and `J²` commutes with `J₋`. -/
theorem totalSq_ladder (a b : ℕ) :
    totalSq a b = total (spinMinus a) (spinMinus b) * total (spinPlus a) (spinPlus b)
      + total (spinZ a) (spinZ b) * total (spinZ a) (spinZ b) + total (spinZ a) (spinZ b) ∧
    Commute (totalSq a b) (total (spinMinus a) (spinMinus b)) := by
  have hc : ∀ (A A' : Matrix (Fin (a + 1)) (Fin (a + 1)) ℂ)
      (B B' : Matrix (Fin (b + 1)) (Fin (b + 1)) ℂ),
      total A B * total A' B' - total A' B' * total A B
        = total (A * A' - A' * A) (B * B' - B' * B) := by
    intro A A' B B'
    simp only [total, mul_add, add_mul, ← Matrix.mul_kronecker_mul, one_mul, mul_one]
    ext ⟨i, j⟩ ⟨k, l⟩
    simp only [Matrix.add_apply, Matrix.sub_apply, Matrix.kroneckerMap_apply]
    ring
  have h1 := hc (spinPlus a) (spinMinus a) (spinPlus b) (spinMinus b)
  have h2 := hc (spinZ a) (spinMinus a) (spinZ b) (spinMinus b)
  rw [(spin_comm a).1, (spin_comm b).1] at h1
  rw [(spin_comm a).2, (spin_comm b).2] at h2
  have e1 : total (spinZ a + spinZ a) (spinZ b + spinZ b)
      = total (spinZ a) (spinZ b) + total (spinZ a) (spinZ b) := by
    ext p q
    simp only [total, Matrix.add_apply, Matrix.kroneckerMap_apply]
    ring
  have e2 : total (-spinMinus a) (-spinMinus b) = -total (spinMinus a) (spinMinus b) := by
    ext p q
    simp only [total, Matrix.add_apply, Matrix.neg_apply, Matrix.kroneckerMap_apply]
    ring
  have hx : total (spinX a) (spinX b) = (1 / 2 : ℂ) •
      (total (spinPlus a) (spinPlus b) + total (spinMinus a) (spinMinus b)) := by
    ext p q
    simp only [total, spinX, Matrix.add_apply, Matrix.smul_apply, Matrix.kroneckerMap_apply,
      smul_eq_mul]
    ring
  have hy : total (spinY a) (spinY b) = (-Complex.I / 2) •
      (total (spinPlus a) (spinPlus b) - total (spinMinus a) (spinMinus b)) := by
    ext p q
    simp only [total, spinY, Matrix.add_apply, Matrix.sub_apply, Matrix.smul_apply,
      Matrix.kroneckerMap_apply, smul_eq_mul]
    ring
  have hI : (-Complex.I / 2) * (-Complex.I / 2) = -(1 / 4 : ℂ) := by
    linear_combination (1 / 4 : ℂ) * Complex.I_mul_I
  rw [e1] at h1
  rw [e2] at h2
  rw [totalSq, hx, hy]
  generalize total (spinPlus a) (spinPlus b) = P at *
  generalize total (spinMinus a) (spinMinus b) = M at *
  generalize total (spinZ a) (spinZ b) = Z at *
  have hsq : ∀ (c d : ℂ) (Y : Matrix (Fin (a + 1) × Fin (b + 1)) (Fin (a + 1) × Fin (b + 1)) ℂ),
      c * c = d → (c • Y) * (c • Y) = d • (Y * Y) := by
    rintro c _ Y rfl
    rw [smul_mul_assoc, mul_smul_comm, smul_smul]
  have h3 : ((1 / 2 : ℂ) • (P + M)) * ((1 / 2 : ℂ) • (P + M))
      + ((-Complex.I / 2) • (P - M)) * ((-Complex.I / 2) • (P - M)) + Z * Z
      = M * P + Z * Z + Z := by
    rw [hsq (1 / 2) (1 / 4) (P + M) (by norm_num), hsq _ _ (P - M) hI]
    simp only [mul_add, add_mul, mul_sub, sub_mul]
    linear_combination (norm := module) (1 / 2 : ℂ) • h1
  refine ⟨h3, ?_⟩
  rw [h3]
  change (M * P + Z * Z + Z) * M = M * (M * P + Z * Z + Z)
  linear_combination (norm := noncomm_ring) M * h1 + Z * h2 + h2 * Z
```

For $n\le\min(a,b)$, take the unnormalised $v=\sum_{k=0}^n x_k\,e_{n-k}\otimes e_k$ with $x_0=1$ and $x_{k+1}c^b_k=-x_kc^a_{n-k-1}$. Neighbouring terms cancel in $J_+v$, so $J_+v=0$ and $J^2v=s_n(s_n+1)v$. Lean builds $v$ by induction.

```lean
/-- For each `n ≤ min(a,b)` there is a nonzero state with `J² v = s_n(s_n+1) v`. -/
theorem exists_multiplet (a b n : ℕ) (hn : n ≤ min a b) :
    ∃ v, v ≠ 0 ∧ totalSq a b *ᵥ v = (spin a b n * (spin a b n + 1)) • v := by
  have hna : n < a + 1 := by omega
  have hz : ∀ i k, i + k = n → total (spinZ a) (spinZ b) *ᵥ tens a b (ket a i) (ket b k)
      = spin a b n • tens a b (ket a i) (ket b k) := by
    rintro i k rfl
    rw [total_tens, (ladder_action a i).2.2.2, (ladder_action b k).2.2.2]
    simp only [map_smul, LinearMap.smul_apply, spin]
    push_cast
    module
  -- add product states one by one, cancelling the image under `J₊`
  have key : ∀ m r, r + m = n → ∃ (v : Fin (a + 1) × Fin (b + 1) → ℂ) (t : ℂ),
      v (⟨n, hna⟩, 0) = 1 ∧ total (spinZ a) (spinZ b) *ᵥ v = spin a b n • v ∧
      total (spinPlus a) (spinPlus b) *ᵥ v
        = t • tens a b (spinPlus a *ᵥ ket a r) (ket b m) := by
    intro m
    induction m with
    | zero =>
      intro r hr
      refine ⟨tens a b (ket a r) (ket b 0), 1, ?_, hz r 0 hr, ?_⟩
      · have e : n = r := by omega
        change ket a r ⟨n, hna⟩ * ket b 0 0 = 1
        simp [ket, e]
      · rw [total_tens, (ladder_action b 0).2.2.1, map_zero, add_zero, one_smul]
    | succ m ih =>
      intro r hr
      obtain ⟨v, t, h1, h2, h3⟩ := ih (r + 1) (by omega)
      obtain ⟨s, hs⟩ : ∃ s, s * lad b m = -(t * lad a r) :=
        ⟨_, div_mul_cancel₀ _ ((lad_spec b m).2 (by omega))⟩
      refine ⟨v + s • tens a b (ket a r) (ket b (m + 1)), s, ?_, ?_, ?_⟩
      · change v (⟨n, hna⟩, 0) + s * (ket a r ⟨n, hna⟩ * ket b (m + 1) 0) = 1
        rw [h1]
        simp [ket]
      · rw [Matrix.mulVec_add, Matrix.mulVec_smul, h2, hz r (m + 1) hr]
        module
      · rw [Matrix.mulVec_add, Matrix.mulVec_smul, h3, total_tens, (ladder_action a r).2.1,
          (ladder_action b m).2.1]
        simp only [map_smul, LinearMap.smul_apply]
        linear_combination (norm := module) hs • tens a b (ket a r) (ket b m)
  obtain ⟨v, t, h1, h2, h3⟩ := key n 0 (by omega)
  rw [(ladder_action a 0).2.2.1, map_zero, LinearMap.zero_apply, smul_zero] at h3
  refine ⟨v, fun h => by simp [h] at h1, ?_⟩
  rw [(totalSq_ladder a b).1, Matrix.add_mulVec, Matrix.add_mulVec, ← Matrix.mulVec_mulVec,
    ← Matrix.mulVec_mulVec, h3, h2, Matrix.mulVec_smul, h2, Matrix.mulVec_zero]
  module
```

Let $Q_n=\prod_{i<n}(J^2-s_i(s_i+1))$. By induction, $Q_n$ kills $e_i\otimes e_k$ when $i+k<n$. For $i+k\le n$, the next factor gives
$$J_-J_+ +s_{i+k}(s_{i+k}+1)-s_n(s_n+1).$$
$Q_n$ commutes with $J_-$ and kills the raised state; the remainder vanishes by induction, or because $i+k=n$.

If $a\le b$, $Q=Q_{a+1}$ therefore kills every $e_i\otimes e_0$. Applying $QJ_-=J_-Q$ to a killed $e_i\otimes e_k$ gives
$$c^a_iQ(e_{i+1}\otimes e_k)+c^b_kQ(e_i\otimes e_{k+1})=0.$$
Induction on $k$ removes the first term, and $c^b_k\ne0$ for $k<b$. For $b\le a$, exchange the factors.

```lean
/-- The product of `J² - s_i(s_i+1)` over `i = 0, …, min(a,b)` vanishes. -/
theorem totalSq_annihilated (a b : ℕ) :
    aeval (totalSq a b) (∏ i ∈ Finset.range (min a b + 1),
      (X - C (spin a b i * (spin a b i + 1)))) = 0 := by
  obtain ⟨Q, hQ⟩ : ∃ Q : ℕ → Matrix (Fin (a + 1) × Fin (b + 1)) (Fin (a + 1) × Fin (b + 1)) ℂ,
      ∀ n, Q n = aeval (totalSq a b) (∏ i ∈ Finset.range n,
        (X - C (spin a b i * (spin a b i + 1)))) := ⟨_, fun _ => rfl⟩
  have Qs : ∀ n, Q (n + 1) = Q n * (totalSq a b
      - algebraMap ℂ _ (spin a b n * (spin a b n + 1))) := by
    intro n
    rw [hQ, hQ, Finset.prod_range_succ, map_mul, map_sub, aeval_X, aeval_C]
  have hcomm : ∀ n, Commute (Q n) (total (spinMinus a) (spinMinus b)) := by
    intro n
    induction n with
    | zero =>
      rw [hQ, Finset.prod_range_zero, map_one]
      exact Commute.one_left _
    | succ n ih =>
      rw [Qs]
      exact ih.mul_left ((totalSq_ladder a b).2.sub_left (Algebra.commutes _ _))
  -- the first `n` factors kill the product states with `i + k < n`
  have low : ∀ n i k, i + k < n → Q n *ᵥ tens a b (ket a i) (ket b k) = 0 := by
    intro n
    induction n with
    | zero => intro i k h; omega
    | succ n ih =>
      intro i k h
      have hz : total (spinZ a) (spinZ b) *ᵥ tens a b (ket a i) (ket b k)
          = spin a b (i + k) • tens a b (ket a i) (ket b k) := by
        rw [total_tens, (ladder_action a i).2.2.2, (ladder_action b k).2.2.2]
        simp only [map_smul, LinearMap.smul_apply, spin]
        push_cast
        module
      have p1 : Q n *ᵥ tens a b (spinPlus a *ᵥ ket a i) (ket b k) = 0 := by
        rcases i with _ | i
        · rw [(ladder_action a 0).2.2.1, map_zero, LinearMap.zero_apply, Matrix.mulVec_zero]
        · rw [(ladder_action a i).2.1, map_smul, LinearMap.smul_apply, Matrix.mulVec_smul,
            ih i k (by omega), smul_zero]
      have p2 : Q n *ᵥ tens a b (ket a i) (spinPlus b *ᵥ ket b k) = 0 := by
        rcases k with _ | k
        · rw [(ladder_action b 0).2.2.1, map_zero, Matrix.mulVec_zero]
        · rw [(ladder_action b k).2.1, map_smul, Matrix.mulVec_smul, ih i k (by omega), smul_zero]
      have hJ : (totalSq a b - algebraMap ℂ _ (spin a b n * (spin a b n + 1))) *ᵥ
          tens a b (ket a i) (ket b k) = total (spinMinus a) (spinMinus b) *ᵥ
            (total (spinPlus a) (spinPlus b) *ᵥ tens a b (ket a i) (ket b k))
          + (spin a b (i + k) * (spin a b (i + k) + 1) - spin a b n * (spin a b n + 1)) •
            tens a b (ket a i) (ket b k) := by
        rw [(totalSq_ladder a b).1, Algebra.algebraMap_eq_smul_one, Matrix.sub_mulVec,
          Matrix.add_mulVec, Matrix.add_mulVec, ← Matrix.mulVec_mulVec, ← Matrix.mulVec_mulVec,
          hz, Matrix.mulVec_smul, hz, Matrix.smul_mulVec, Matrix.one_mulVec]
        module
      rw [Qs, ← Matrix.mulVec_mulVec, hJ, Matrix.mulVec_add, Matrix.mulVec_mulVec,
        (hcomm n).eq, ← Matrix.mulVec_mulVec, total_tens, Matrix.mulVec_add, p1, p2, add_zero,
        Matrix.mulVec_zero, zero_add, Matrix.mulVec_smul]
      rcases Nat.lt_succ_iff_lt_or_eq.1 h with h' | h'
      · rw [ih i k h', smul_zero]
      · rw [h', sub_self, zero_smul]
  have kz : ∀ a k, a < k → ket a k = 0 := fun a k h =>
    funext fun j => if_neg (by have := j.isLt; omega)
  -- if `Q n` kills a product state, it also kills the lowered state, a sum of two neighbours
  have down : ∀ n i k, Q n *ᵥ tens a b (ket a i) (ket b k) = 0 →
      lad a i • (Q n *ᵥ tens a b (ket a (i + 1)) (ket b k))
        + lad b k • (Q n *ᵥ tens a b (ket a i) (ket b (k + 1))) = 0 := by
    intro n i k h
    have h' : Q n *ᵥ (total (spinMinus a) (spinMinus b) *ᵥ tens a b (ket a i) (ket b k)) = 0 := by
      rw [Matrix.mulVec_mulVec, (hcomm n).eq, ← Matrix.mulVec_mulVec, h, Matrix.mulVec_zero]
    rw [total_tens, (ladder_action a i).1, (ladder_action b k).1] at h'
    simpa only [map_smul, LinearMap.smul_apply, Matrix.mulVec_add, Matrix.mulVec_smul] using h'
  have all : ∀ i k, Q (min a b + 1) *ᵥ tens a b (ket a i) (ket b k) = 0 := by
    rcases le_total a b with hab | hab
    · intro i k
      induction k generalizing i with
      | zero =>
        by_cases hi : i ≤ a
        · exact low _ _ _ (by omega)
        · rw [kz a i (by omega), map_zero, LinearMap.zero_apply, Matrix.mulVec_zero]
      | succ k ih =>
        by_cases hk : k < b
        · have h := down _ i k (ih i)
          rw [ih (i + 1), smul_zero, zero_add] at h
          exact (smul_eq_zero.1 h).resolve_left ((lad_spec b k).2 hk)
        · rw [kz b (k + 1) (by omega), map_zero, Matrix.mulVec_zero]
    · intro i
      induction i with
      | zero =>
        intro k
        by_cases hk : k ≤ b
        · exact low _ _ _ (by omega)
        · rw [kz b k (by omega), map_zero, Matrix.mulVec_zero]
      | succ i ih =>
        intro k
        by_cases hi : i < a
        · have h := down _ i k (ih k)
          rw [ih (k + 1), smul_zero, add_zero] at h
          exact (smul_eq_zero.1 h).resolve_left ((lad_spec a i).2 hi)
        · rw [kz a (i + 1) (by omega), map_zero, LinearMap.zero_apply, Matrix.mulVec_zero]
  rw [← hQ]
  ext p ⟨k, l⟩
  have hs : tens a b (ket a k) (ket b l) = Pi.single (k, l) 1 := by
    ext ⟨x, y⟩
    change (if (x : ℕ) = k then (1 : ℂ) else 0) * (if (y : ℕ) = l then 1 else 0) = _
    by_cases hx : x = k <;> by_cases hy : y = l <;>
      simp [Fin.val_inj, hx, hy]
  have h := congrFun (all k l) p
  rw [hs, Matrix.mulVec_single_one] at h
  exact h
```

So `minpoly`, the monic annihilator of least degree, divides the product. Conversely, each eigenvalue is a root, and
$$s_i(s_i+1)-s_j(s_j+1)=(j-i)(a+b+1-i-j)\ne0\quad(i\ne j,\ \ i,j\le\min(a,b)).$$
`Finset.prod_dvd_of_coprime` turns separate divisibilities into one: pairwise coprime factors that each divide a polynomial have a product dividing it. Distinct roots supply the coprimality.

```lean
/-- The minimal polynomial of `J²` for spins `a/2` and `b/2` is the product of
`X - s_i(s_i+1)` over `i = 0, …, min(a,b)`, where `s_i = (a+b)/2 - i`. -/
theorem minpoly_totalSq (a b : ℕ) :
    minpoly ℂ (totalSq a b) = ∏ i ∈ Finset.range (min a b + 1),
      (X - C (spin a b i * (spin a b i + 1))) := by
  refine eq_of_monic_of_associated (minpoly.monic (Algebra.IsIntegral.isIntegral _))
    (monic_prod_of_monic _ _ fun i _ => monic_X_sub_C _)
    (associated_of_dvd_dvd (minpoly.dvd _ _ (totalSq_annihilated a b))
      (Finset.prod_dvd_of_coprime ?_ ?_))
  · -- the values `s_i(s_i+1)` are distinct
    intro i hi j hj hij
    change IsCoprime (X - C _) (X - C _)
    refine isCoprime_X_sub_C_of_isUnit_sub (isUnit_iff_ne_zero.2 fun h => ?_)
    simp only [Finset.coe_range, Set.mem_Iio] at hi hj
    have h' : ((j : ℂ) - i) * ((a : ℂ) + b + 1 - i - j) = 0 := by
      unfold spin at h
      linear_combination h
    rcases mul_eq_zero.1 h' with h1 | h1
    · exact hij (by exact_mod_cast (sub_eq_zero.1 h1).symm)
    · have h2 : ((a + b + 1 : ℕ) : ℂ) = ((i + j : ℕ) : ℂ) := by
        push_cast
        linear_combination h1
      have h3 : a + b + 1 = i + j := by exact_mod_cast h2
      omega
  · -- each value is an eigenvalue, hence a root
    intro i hi
    obtain ⟨v, hv, h⟩ := exists_multiplet a b i (by have := Finset.mem_range.1 hi; omega)
    rw [dvd_iff_isRoot, ← Matrix.minpoly_toLin']
    refine Module.End.isRoot_of_hasEigenvalue
      (Module.End.hasEigenvalue_of_hasEigenvector (x := v)
        ⟨Module.End.mem_eigenspace_iff.2 ?_, hv⟩)
    rw [Matrix.toLin'_apply]
    exact h
```

The roots are exactly the eigenvalues; their degeneracies are not stated. For an isolated pair with pure Heisenberg exchange, these eigenvalues fix the energy levels once the exchange constant is given; applying this to real ions assumes that each keeps a fixed spin.

```lean
/-- The eigenvalues of `J²` are exactly the numbers `s_i(s_i+1)` with `i ≤ min(a,b)`. -/
theorem eigenvalue_iff (a b : ℕ) (μ : ℂ) :
    Module.End.HasEigenvalue (Matrix.toLin' (totalSq a b)) μ ↔
      ∃ i ≤ min a b, μ = spin a b i * (spin a b i + 1) := by
  rw [Module.End.hasEigenvalue_iff_isRoot, Matrix.minpoly_toLin', minpoly_totalSq, IsRoot.def,
    eval_prod, Finset.prod_eq_zero_iff]
  simp only [Finset.mem_range, Nat.lt_succ_iff, eval_sub, eval_X, eval_C, sub_eq_zero]
```

Two spins $1/2$ give the singlet value $0$ and triplet value $2$.

```lean
/-- For two spins `1/2` the minimal polynomial of `J²` is `X(X - 2)`. -/
theorem minpoly_two_spin_half : minpoly ℂ (totalSq 1 1) = X * (X - C 2) := by
  have h0 : spin 1 1 0 * (spin 1 1 0 + 1) = 2 := by norm_num [spin]
  have h1 : spin 1 1 1 * (spin 1 1 1 + 1) = 0 := by norm_num [spin]
  rw [minpoly_totalSq, min_self, Finset.prod_range_succ, Finset.prod_range_one, h0, h1, C_0,
    sub_zero, mul_comm]

end

end TotalSpinSpectrum
```
```lean
#print axioms TotalSpinSpectrum.eigenvalue_iff
#print axioms TotalSpinSpectrum.minpoly_two_spin_half
```

```
'TotalSpinSpectrum.eigenvalue_iff' depends on axioms: [propext, Classical.choice, Quot.sound]
'TotalSpinSpectrum.minpoly_two_spin_half' depends on axioms: [propext, Classical.choice, Quot.sound]
```
